# The ring-polymer normal-mode matrix is orthogonal and decouples the harmonic springs

In a discretised imaginary-time path integral, a quantum particle is represented by $P$ classical copies, called beads, joined in a ring by harmonic springs. For one Cartesian coordinate with bead positions $q_0,\dots,q_{P-1}$, the spring energy is proportional to $\sum_j (q_{j+1}-q_j)^2$, with $q_P=q_0$. Each bead is coupled to its neighbours. We look for coordinates in which the springs separate, and we want the change of coordinates to be orthogonal, so that a kinetic energy with equal bead masses keeps its form.

Let $\theta_{jk}=2\pi jk/P$, with bead index $j$ and mode index $k$ both running from $0$ to $P-1$. The proposed matrix is

$$
C_{jk}=\begin{cases}
1/\sqrt P & k=0\\
\sqrt{2/P}\,\cos\theta_{jk} & 0<k<P/2\\
(-1)^j/\sqrt P & k=P/2\\
\sqrt{2/P}\,\sin\theta_{jk} & P/2<k<P.
\end{cases}
$$

The claim is $C^TC=CC^T=1$. It holds for even and odd $P$; for odd $P$ the alternating column is absent.

## Overlaps from sums of roots of unity

For an integer $m$ put $z=e^{2\pi i m/P}$, so that $z^P=1$. If $P$ divides $m$, then $z=1$ and $\sum_{j=0}^{P-1} z^j=P$. Otherwise $z\neq1$, and $(z-1)\sum_j z^j=z^P-1=0$ makes the sum vanish. The real and imaginary parts give

$$
\sum_j\cos\frac{2\pi mj}{P}=S(m),\qquad \sum_j\sin\frac{2\pi mj}{P}=0,
$$

where $S(m)=P$ if $P$ divides $m$, and $S(m)=0$ otherwise.

The wave number must be an integer. For $P=2$ and $m=1/2$ the cosine sum is $1+0=1$ and the sine sum is $0+1=1$, so both formulas fail.

Since $\theta_{j0}=0$ and $\theta_{j,P/2}=\pi j$, every column with $k\le P/2$ is $a_k\cos\theta_{jk}$, where $a_k=1/\sqrt P$ for $k=0$ and $k=P/2$, and $a_k=\sqrt{2/P}$ otherwise. Three kinds of overlap remain.

- **Two cosine columns.** The product formula gives $\sum_j C_{jk}C_{jl}=\tfrac12a_ka_l\,[S(k-l)+S(k+l)]$. Because $|k-l|<P$, the first term survives only for $k=l$. Because $0\le k+l\le P$, the second survives only for $k=l=0$ or $k=l=P/2$. In those two cases the overlap is $\frac{1}{2P}\cdot2P=1$; for other $k=l$ it is $\frac1P\cdot P=1$; for $k\ne l$ it is zero.
- **A cosine and a sine column.** The product is a combination of sines of $\theta_{jk}\pm\theta_{jl}$, which sum to zero.
- **Two sine columns.** The overlap is $\frac1P[S(k-l)-S(k+l)]$. Here $P<k+l<2P$, so the second term vanishes and the result is $\delta_{kl}$.

Thus $C^TC=1$, and since $C$ is square, $CC^T=1$ as well.

## Spring eigenvalues and the decoupled energy

Moving to a neighbouring bead changes the phase by $\pm\alpha_k$, with $\alpha_k=2\pi k/P$, up to full turns where the ring closes. From $\cos(\theta+\alpha)+\cos(\theta-\alpha)=2\cos\alpha\cos\theta$, and the same identity with $\sin\theta$ in place of $\cos\theta$,

$$
2C_{jk}-C_{j+1,k}-C_{j-1,k}=(2-2\cos\alpha_k)\,C_{jk}=4\sin^2\!\frac{\pi k}{P}\;C_{jk}.
$$

Now let $Q=C^Tq$, so $q=CQ$. Expanding the square and relabelling beads around the ring gives

$$
\sum_j(q_{j+1}-q_j)^2=\sum_jq_j(2q_j-q_{j+1}-q_{j-1})
=\sum_k4\sin^2\!\frac{\pi k}{P}\,Q_k\sum_jC_{jk}q_j
=\sum_k4\sin^2\!\frac{\pi k}{P}\,Q_k^2 .
$$

For $P=2$ the modes are $Q_0=(q_0+q_1)/\sqrt2$ and $Q_1=(q_0-q_1)/\sqrt2$, with eigenvalues $0$ and $4$. The energy sum is $4Q_1^2=2(q_0-q_1)^2$, as it should be for two beads joined by two springs. For $P=1$ the matrix is the number $1$ and the spring energy vanishes.

In path-integral molecular dynamics this transformation allows the free ring polymer to be propagated exactly, mode by mode; an anharmonic external potential generally still couples the modes.

## The matrix in Lean

```lean
import Mathlib

open Matrix Real

namespace RingPolymerNormalModes

noncomputable section
```

The phase is $\theta_{jk}$, defined for natural numbers.

```lean
/-- The phase `2 π j k / P` of mode `k` at bead `j` of a ring of `P` beads. -/
def phase (P j k : ℕ) : ℝ := 2 * π * j * k / P
```

Beads and modes are both indexed by `Fin P`, the integers $0,\dots,P-1$. The conditions on $k$ are written with `2 * k`, which avoids rounding $P/2$ when $P$ is odd.

```lean
/-- The normal-mode matrix of a ring of `P` beads: rows are beads, columns are modes. -/
def normalModeMatrix (P : ℕ) : Matrix (Fin P) (Fin P) ℝ := fun j k =>
  if (k : ℕ) = 0 then 1 / √(P : ℝ)
  else if 2 * (k : ℕ) < P then √(2 / (P : ℝ)) * cos (phase P j k)
  else if 2 * (k : ℕ) = P then (-1) ^ (j : ℕ) / √(P : ℝ)
  else √(2 / (P : ℝ)) * sin (phase P j k)
```

The amplitude $a_k$ is needed only in the proof.

```lean
/-- The normalisation of a cosine mode: `1/√P` for the constant and the alternating mode,
`√(2/P)` otherwise. -/
def amplitude (P k : ℕ) : ℝ :=
  if k = 0 ∨ 2 * k = P then 1 / √(P : ℝ) else √(2 / (P : ℝ))
```

## Wave sums and column overlaps

The next theorem computes both wave sums. The type `m : ℤ` carries the integrality condition. The proof evaluates the complex geometric sum with `geom_sum_mul` and then takes real and imaginary parts.

```lean
/-- Summed over the beads, a cosine wave with integer wave number `m` gives `P` if `P` divides
`m` and zero otherwise; a sine wave always gives zero. -/
theorem sum_waves {P : ℕ} (hP : 0 < P) (m : ℤ) :
    (∑ j : Fin P, cos (2 * π * m / P * (j : ℕ)) = if (P : ℤ) ∣ m then (P : ℝ) else 0) ∧
    ∑ j : Fin P, sin (2 * π * m / P * (j : ℕ)) = 0 := by
  have hP' : (P : ℂ) ≠ 0 := by exact_mod_cast hP.ne'
  obtain ⟨z, hz⟩ : ∃ z : ℂ, z = Complex.exp (((2 * π * m / P : ℝ) : ℂ) * Complex.I) := ⟨_, rfl⟩
  have hpow : ∀ j : ℕ,
      Complex.exp (((2 * π * m / P * j : ℝ) : ℂ) * Complex.I) = z ^ j := by
    intro j
    rw [hz, ← Complex.exp_nat_mul]
    congr 1
    push_cast
    ring
  -- the geometric sum of the powers of a root of unity
  have hsum : ∑ j : Fin P, Complex.exp (((2 * π * m / P * (j : ℕ) : ℝ) : ℂ) * Complex.I)
      = if (P : ℤ) ∣ m then (P : ℂ) else 0 := by
    simp only [hpow]
    rw [Fin.sum_univ_eq_sum_range (fun j => z ^ j) P]
    split_ifs with h
    · obtain ⟨c, hc⟩ := h
      have h1 : z = 1 := by
        rw [hz, Complex.exp_eq_one_iff]
        refine ⟨c, ?_⟩
        rw [hc]
        push_cast
        field_simp
      simp [h1]
    · have hzP : z ^ P = 1 := by
        rw [hz, ← Complex.exp_nat_mul, Complex.exp_eq_one_iff]
        refine ⟨m, ?_⟩
        push_cast
        field_simp
      have hz1 : z ≠ 1 := by
        intro h1
        rw [hz, Complex.exp_eq_one_iff] at h1
        obtain ⟨n, hn⟩ := h1
        push_cast at hn
        have e : (2 * π * Complex.I) * (m : ℂ) = P * (2 * π * m / P * Complex.I) := by
          field_simp
        have : (m : ℂ) = P * n := by
          apply mul_left_cancel₀ Complex.two_pi_I_ne_zero
          rw [e, hn]
          ring
        exact h ⟨n, by exact_mod_cast this⟩
      have g := geom_sum_mul z P
      rw [hzP, sub_self] at g
      exact (mul_eq_zero.mp g).resolve_right (sub_ne_zero.mpr hz1)
  constructor
  · have h := congrArg Complex.re hsum
    rw [Complex.re_sum] at h
    simp only [Complex.exp_ofReal_mul_I_re] at h
    rw [h]
    split_ifs <;> simp
  · have h := congrArg Complex.im hsum
    rw [Complex.im_sum] at h
    simp only [Complex.exp_ofReal_mul_I_im] at h
    rw [h]
    split_ifs <;> simp
```

Two lemmas reduce the four cases of the definition to cosine and sine columns.

```lean
/-- Every mode with `k ≤ P/2` is a cosine wave with the matching amplitude. -/
theorem cos_column {P : ℕ} (j k : Fin P) (h : 2 * (k : ℕ) ≤ P) :
    normalModeMatrix P j k = amplitude P k * cos (phase P j k) := by
  have hP : (P : ℝ) ≠ 0 := by exact_mod_cast (Fin.pos j).ne'
  unfold normalModeMatrix amplitude
  by_cases h0 : (k : ℕ) = 0
  · simp [h0, phase]
  by_cases h1 : 2 * (k : ℕ) = P
  · have hk : 2 * ((k : ℕ) : ℝ) = P := by exact_mod_cast h1
    have hp : phase P j k = (j : ℕ) * π := by
      unfold phase
      rw [div_eq_iff hP]
      linear_combination π * (j : ℕ) * hk
    rw [if_neg h0, if_neg (by omega), if_pos h1, if_pos (Or.inr h1), hp, Real.cos_nat_mul_pi]
    ring
  · rw [if_neg h0, if_pos (by omega), if_neg (by omega)]

/-- Every mode with `k > P/2` is a sine wave with amplitude `√(2/P)`. -/
theorem sin_column {P : ℕ} (j k : Fin P) (h : P < 2 * (k : ℕ)) :
    normalModeMatrix P j k = √(2 / (P : ℝ)) * sin (phase P j k) := by
  unfold normalModeMatrix
  rw [if_neg (by omega), if_neg (by omega), if_neg (by omega)]
```

The overlap theorem follows the calculation above. `dsub` and `dadd` decide when $P$ divides $k-l$ and $k+l$; `cm`, `cp`, `sm` and `sp` are the resulting sums over beads. The split by `rcases` produces the three kinds of overlap, with the mixed one appearing in both orders.

```lean
/-- The overlap of two normal modes, summed over the beads, is one if they coincide and zero
otherwise. -/
theorem mode_overlap {P : ℕ} (k l : Fin P) :
    ∑ j, normalModeMatrix P j k * normalModeMatrix P j l = if k = l then 1 else 0 := by
  have hP := Fin.pos k
  have hP' : (P : ℝ) ≠ 0 := by exact_mod_cast hP.ne'
  have hk := k.isLt
  have hl := l.isLt
  have dsub : (P : ℤ) ∣ ((k : ℕ) : ℤ) - (l : ℕ) ↔ k = l := by
    constructor
    · rintro ⟨c, hc⟩
      have h1 : c < 1 := by by_contra h; nlinarith
      have h2 : -1 < c := by by_contra h; nlinarith
      obtain rfl : c = 0 := by omega
      apply Fin.ext
      omega
    · rintro rfl
      simp
  have dadd : (P : ℤ) ∣ ((k : ℕ) : ℤ) + (l : ℕ) ↔ (k : ℕ) + l = 0 ∨ (k : ℕ) + l = P := by
    constructor
    · rintro ⟨c, hc⟩
      have h1 : c < 2 := by by_contra h; nlinarith
      have h2 : -1 < c := by by_contra h; nlinarith
      obtain rfl | rfl : c = 0 ∨ c = 1 := by omega
      · left; omega
      · right; omega
    · rintro (h | h)
      · exact ⟨0, by omega⟩
      · exact ⟨1, by omega⟩
  have em : ∀ j : Fin P, phase P j k - phase P j l
      = 2 * π * ((((k : ℕ) : ℤ) - (l : ℕ) : ℤ) : ℝ) / P * (j : ℕ) := by
    intro j; unfold phase; push_cast; ring
  have ep : ∀ j : Fin P, phase P j k + phase P j l
      = 2 * π * ((((k : ℕ) : ℤ) + (l : ℕ) : ℤ) : ℝ) / P * (j : ℕ) := by
    intro j; unfold phase; push_cast; ring
  have cm : ∑ j : Fin P, cos (phase P j k - phase P j l) = if k = l then (P : ℝ) else 0 :=
    (Finset.sum_congr rfl fun j _ => by rw [em j]).trans
      ((sum_waves hP _).1.trans (if_congr dsub rfl rfl))
  have cp : ∑ j : Fin P, cos (phase P j k + phase P j l)
      = if (k : ℕ) + l = 0 ∨ (k : ℕ) + l = P then (P : ℝ) else 0 :=
    (Finset.sum_congr rfl fun j _ => by rw [ep j]).trans
      ((sum_waves hP _).1.trans (if_congr dadd rfl rfl))
  have sm : ∑ j : Fin P, sin (phase P j k - phase P j l) = 0 :=
    (Finset.sum_congr rfl fun j _ => by rw [em j]).trans (sum_waves hP _).2
  have sp : ∑ j : Fin P, sin (phase P j k + phase P j l) = 0 :=
    (Finset.sum_congr rfl fun j _ => by rw [ep j]).trans (sum_waves hP _).2
  have r2 : √(2 / (P : ℝ)) * √(2 / (P : ℝ)) = 2 / P := Real.mul_self_sqrt (by positivity)
  have r1 : 1 / √(P : ℝ) * (1 / √(P : ℝ)) = 1 / P := by
    rw [div_mul_div_comm, Real.mul_self_sqrt (Nat.cast_nonneg P), one_mul]
  rcases le_or_gt (2 * (k : ℕ)) P with ck | ck <;> rcases le_or_gt (2 * (l : ℕ)) P with cl | cl
  · -- two cosine modes
    have e : ∀ j, normalModeMatrix P j k * normalModeMatrix P j l = amplitude P k * amplitude P l
        / 2 * (cos (phase P j k - phase P j l) + cos (phase P j k + phase P j l)) := by
      intro j
      rw [cos_column j k ck, cos_column j l cl, cos_sub, cos_add]
      ring
    rw [Finset.sum_congr rfl (fun j _ => e j), ← Finset.mul_sum, Finset.sum_add_distrib, cm, cp]
    by_cases h : k = l
    · subst h
      by_cases s : (k : ℕ) = 0 ∨ 2 * (k : ℕ) = P
      · rw [if_pos (by omega : (k : ℕ) + k = 0 ∨ (k : ℕ) + k = P), amplitude, if_pos s, r1]
        simp only [↓reduceIte]
        field_simp
        ring
      · rw [if_neg (by omega : ¬((k : ℕ) + k = 0 ∨ (k : ℕ) + k = P)), amplitude, if_neg s, r2]
        simp only [↓reduceIte, add_zero]
        field_simp
    · have h' : (k : ℕ) ≠ l := fun q => h (Fin.ext q)
      rw [if_neg h, if_neg h, if_neg (by omega)]
      ring
  · -- a cosine and a sine mode
    have e : ∀ j, normalModeMatrix P j k * normalModeMatrix P j l = amplitude P k * √(2 / (P : ℝ))
        / 2 * (sin (phase P j k + phase P j l) - sin (phase P j k - phase P j l)) := by
      intro j
      rw [cos_column j k ck, sin_column j l cl, sin_sub, sin_add]
      ring
    rw [Finset.sum_congr rfl (fun j _ => e j), ← Finset.mul_sum, Finset.sum_sub_distrib, sm, sp,
      if_neg (by rintro rfl; omega)]
    ring
  · have e : ∀ j, normalModeMatrix P j k * normalModeMatrix P j l = √(2 / (P : ℝ)) * amplitude P l
        / 2 * (sin (phase P j k + phase P j l) + sin (phase P j k - phase P j l)) := by
      intro j
      rw [sin_column j k ck, cos_column j l cl, sin_sub, sin_add]
      ring
    rw [Finset.sum_congr rfl (fun j _ => e j), ← Finset.mul_sum, Finset.sum_add_distrib, sm, sp,
      if_neg (by rintro rfl; omega)]
    ring
  · -- two sine modes
    have e : ∀ j, normalModeMatrix P j k * normalModeMatrix P j l = √(2 / (P : ℝ)) * √(2 / (P : ℝ))
        / 2 * (cos (phase P j k - phase P j l) - cos (phase P j k + phase P j l)) := by
      intro j
      rw [sin_column j k ck, sin_column j l cl, cos_sub, cos_add]
      ring
    rw [Finset.sum_congr rfl (fun j _ => e j), ← Finset.mul_sum, Finset.sum_sub_distrib, cm, cp,
      r2, if_neg (by omega : ¬((k : ℕ) + l = 0 ∨ (k : ℕ) + l = P))]
    by_cases h : k = l
    · rw [if_pos h, if_pos h, sub_zero]
      field_simp
    · rw [if_neg h, if_neg h]
      ring
```

Orthogonality is stated for every natural number $P$, including the empty matrix at $P=0$. The second product follows from the first by `mul_eq_one_comm`, which applies to square matrices.

```lean
/-- The normal-mode matrix of a ring polymer is orthogonal, for an even or odd number of beads. -/
theorem normalModeMatrix_orthogonal (P : ℕ) :
    (normalModeMatrix P)ᵀ * normalModeMatrix P = 1 ∧
    normalModeMatrix P * (normalModeMatrix P)ᵀ = 1 := by
  have h : (normalModeMatrix P)ᵀ * normalModeMatrix P = 1 := by
    ext k l
    rw [Matrix.mul_apply, Matrix.one_apply]
    exact mode_overlap k l
  exact ⟨h, mul_eq_one_comm.mp h⟩
```

## The cyclic springs

Addition in `Fin P` is modulo $P$, so `j + 1` is the next bead on the closed ring. The assumption `NeZero P` says that there is at least one bead. The integer `n` below counts the full turns gained at the closure.

```lean
/-- Going to the next bead of the ring advances the phase of mode `k` by `2 π k / P`, up to
full turns. -/
theorem phase_step {P : ℕ} [NeZero P] (j : Fin P) (k : ℕ) :
    ∃ n : ℕ, phase P j k + 2 * π * k / P = phase P (j + 1 : Fin P) k + n * (2 * π) := by
  have hc : (P : ℝ) * (P : ℝ)⁻¹ = 1 := mul_inv_cancel₀ (by exact_mod_cast NeZero.ne P)
  have h1 : ((1 : Fin P) : ℕ) = 1 % P := rfl
  obtain ⟨q, hq⟩ : ∃ q : ℕ, ((j + 1 : Fin P) : ℕ) + P * q = (j : ℕ) + 1 :=
    ⟨((j : ℕ) + 1) / P, by rw [Fin.val_add, h1, Nat.add_mod_mod]; exact Nat.mod_add_div _ _⟩
  refine ⟨q * k, ?_⟩
  generalize ((j + 1 : Fin P) : ℕ) = r at hq ⊢
  have hq' : (r : ℝ) + P * q = (j : ℕ) + 1 := by exact_mod_cast hq
  unfold phase
  push_cast
  linear_combination (-(2 * π * k / P)) * hq' + 2 * π * k * q * hc
```

Periodicity removes these turns, and the addition theorems give the eigenvalue equation for the cosine and sine columns separately.

```lean
/-- Each normal mode satisfies the eigenvalue equation of the cyclic nearest-neighbour springs, with
eigenvalue `4 sin² (π k / P)`. -/
theorem spring_eigenmode {P : ℕ} [NeZero P] (j k : Fin P) :
    2 * normalModeMatrix P j k - normalModeMatrix P (j + 1) k - normalModeMatrix P (j - 1) k
      = 4 * sin (π * (k : ℕ) / P) ^ 2 * normalModeMatrix P j k := by
  obtain ⟨n, hn⟩ := phase_step j k
  obtain ⟨m, hm⟩ := phase_step (j - 1) k
  rw [sub_add_cancel] at hm
  have hs : 4 * sin (π * (k : ℕ) / P) ^ 2 = 2 - 2 * cos (2 * π * (k : ℕ) / P) := by
    rw [show 2 * π * ((k : ℕ) : ℝ) / P = 2 * (π * (k : ℕ) / P) by ring, cos_two_mul]
    linear_combination 4 * sin_sq_add_cos_sq (π * ((k : ℕ) : ℝ) / P)
  have hm' : phase P j k - 2 * π * (k : ℕ) / P
      = phase P (j - 1 : Fin P) k - m * (2 * π) := by linarith
  rcases le_or_gt (2 * (k : ℕ)) P with ck | ck
  · have c1 := congrArg cos hn
    have c2 := congrArg cos hm'
    rw [Real.cos_add_nat_mul_two_pi, cos_add] at c1
    rw [Real.cos_sub_nat_mul_two_pi, cos_sub] at c2
    rw [cos_column _ k ck, cos_column _ k ck, cos_column _ k ck, hs, ← c1, ← c2]
    ring
  · have c1 := congrArg sin hn
    have c2 := congrArg sin hm'
    rw [Real.sin_add_nat_mul_two_pi, sin_add] at c1
    rw [Real.sin_sub_nat_mul_two_pi, sin_sub] at c2
    rw [sin_column _ k ck, sin_column _ k ck, sin_column _ k ck, hs, ← c1, ← c2]
    ring
```

The last theorem concerns the bare sum of squared separations for one coordinate; the mass and the spring frequency enter as a common prefactor and are left out. In its proof, `hq` expands the positions in modes, `hlap` applies the eigenvalue equation, and `parts` is the summation by parts, with the relabelling of beads done by `Equiv.sum_comp`.

```lean
/-- In normal-mode coordinates the sum of squared bead separations around the ring is a sum of
independent squares with weights `4 sin² (π k / P)`. -/
theorem spring_energy_decouples {P : ℕ} [NeZero P] (q : Fin P → ℝ) :
    ∑ j, (q (j + 1) - q j) ^ 2
      = ∑ k : Fin P, 4 * sin (π * (k : ℕ) / P) ^ 2 * ((normalModeMatrix P)ᵀ *ᵥ q) k ^ 2 := by
  obtain ⟨Q, hQ⟩ : ∃ Q, Q = (normalModeMatrix P)ᵀ *ᵥ q := ⟨_, rfl⟩
  rw [← hQ]
  have hq : ∀ j, q j = ∑ k, normalModeMatrix P j k * Q k := by
    have h : normalModeMatrix P *ᵥ Q = q := by
      rw [hQ, Matrix.mulVec_mulVec, (normalModeMatrix_orthogonal P).2, Matrix.one_mulVec]
    exact fun j => (congrFun h j).symm
  have hQk : ∀ k, ∑ j, normalModeMatrix P j k * q j = Q k := fun k => (congrFun hQ k).symm
  have hlap : ∀ j, 2 * q j - q (j + 1) - q (j - 1)
      = ∑ k : Fin P, 4 * sin (π * (k : ℕ) / P) ^ 2 * normalModeMatrix P j k * Q k := by
    intro j
    rw [hq j, hq (j + 1), hq (j - 1), Finset.mul_sum, ← Finset.sum_sub_distrib,
      ← Finset.sum_sub_distrib]
    refine Finset.sum_congr rfl fun k _ => ?_
    linear_combination Q k * spring_eigenmode j k
  -- summation by parts around the ring
  have s1 : ∑ j, q (j + 1) ^ 2 = ∑ j, q j ^ 2 :=
    Equiv.sum_comp (Equiv.addRight (1 : Fin P)) (fun j => q j ^ 2)
  have s2 : ∑ j, q (j + 1) * q j = ∑ j, q j * q (j - 1) := by
    have h := Equiv.sum_comp (Equiv.addRight (1 : Fin P)) (fun j => q j * q (j - 1))
    simpa only [Equiv.coe_addRight, add_sub_cancel_right] using h
  have parts : ∑ j, (q (j + 1) - q j) ^ 2 = ∑ j, q j * (2 * q j - q (j + 1) - q (j - 1)) := by
    have a : ∑ j, (q (j + 1) - q j) ^ 2
        = ∑ j, q (j + 1) ^ 2 + ∑ j, q j ^ 2 - 2 * ∑ j, q (j + 1) * q j := by
      rw [Finset.mul_sum, ← Finset.sum_add_distrib, ← Finset.sum_sub_distrib]
      exact Finset.sum_congr rfl fun j _ => by ring
    have b : ∑ j, q j * (2 * q j - q (j + 1) - q (j - 1))
        = 2 * ∑ j, q j ^ 2 - ∑ j, q (j + 1) * q j - ∑ j, q j * q (j - 1) := by
      rw [Finset.mul_sum, ← Finset.sum_sub_distrib, ← Finset.sum_sub_distrib]
      exact Finset.sum_congr rfl fun j _ => by ring
    linarith
  rw [parts]
  simp_rw [hlap, Finset.mul_sum]
  rw [Finset.sum_comm]
  refine Finset.sum_congr rfl fun k _ => ?_
  calc ∑ j, q j * (4 * sin (π * (k : ℕ) / P) ^ 2 * normalModeMatrix P j k * Q k)
      = 4 * sin (π * (k : ℕ) / P) ^ 2 * Q k * ∑ j, normalModeMatrix P j k * q j := by
        rw [Finset.mul_sum]
        exact Finset.sum_congr rfl fun j _ => by ring
    _ = 4 * sin (π * (k : ℕ) / P) ^ 2 * Q k ^ 2 := by
        rw [hQk k]
        ring

end

end RingPolymerNormalModes
```

```lean
#print axioms RingPolymerNormalModes.normalModeMatrix_orthogonal
#print axioms RingPolymerNormalModes.spring_energy_decouples
```

```
'RingPolymerNormalModes.normalModeMatrix_orthogonal' depends on axioms: [propext, Classical.choice, Quot.sound]
'RingPolymerNormalModes.spring_energy_decouples' depends on axioms: [propext, Classical.choice, Quot.sound]
```
